# For a generator linear in time, the second Magnus term is $-(t^3/12)[A_0,A_1]$

A two-level system with Hamiltonian $H(s)=s\,\sigma_z+\Delta\,\sigma_x$ (Pauli matrices, real coupling $\Delta$, $\hbar=1$) has the generator $A(s)=-iH(s)=A_0+sA_1$ with $A_0=-i\Delta\sigma_x$ and $A_1=-i\sigma_z$, and at two times $[A(s_1),A(s_2)]=(s_2-s_1)[A_0,A_1]$. Half the integral of this over $0<s_2<s_1<t$ is $-(t^3/12)[A_0,A_1]$, and the same holds for any two complex $n\times n$ matrices $A_0$ and $A_1$.

```lean
import Mathlib

open Matrix

namespace SecondMagnusTerm

noncomputable section

variable {n : Type*} [Fintype n]

/-- The commutator `[X, Y] = XY - YX` of two matrices. -/
def comm (X Y : Matrix n n ℂ) : Matrix n n ℂ := X * Y - Y * X

/-- The second Magnus term: one half of the iterated integral of `[A(s₁), A(s₂)]`, with `s₂` from
`0` to `s₁` and then `s₁` from `0` to `t`, taken entry by entry. -/
def magnusTwo (A : ℝ → Matrix n n ℂ) (t : ℝ) : Matrix n n ℂ :=
  Matrix.of fun i j =>
    (1 / 2 : ℂ) * ∫ s₁ in (0 : ℝ)..t, ∫ s₂ in (0 : ℝ)..s₁, comm (A s₁) (A s₂) i j

/-- The generator `A(s) = A0 + s A1`, linear in time. -/
def linGen (A0 A1 : Matrix n n ℂ) (s : ℝ) : Matrix n n ℂ := A0 + (s : ℂ) • A1

/-- The generator `A(s) = A0 + s A1 + s² A2`, quadratic in time. -/
def quadGen (A0 A1 A2 : Matrix n n ℂ) (s : ℝ) : Matrix n n ℂ :=
  A0 + (s : ℂ) • A1 + (s : ℂ) ^ 2 • A2

/-- The integral from `0` to `x` of a quartic polynomial in time with complex coefficients. -/
theorem integral_quartic (c0 c1 c2 c3 c4 : ℂ) (x : ℝ) :
    ∫ s in (0 : ℝ)..x, (c0 + (s : ℂ) * c1 + (s : ℂ) ^ 2 * c2 + (s : ℂ) ^ 3 * c3
      + (s : ℂ) ^ 4 * c4)
    = (x : ℂ) * c0 + (x : ℂ) ^ 2 * (c1 / 2) + (x : ℂ) ^ 3 * (c2 / 3)
      + (x : ℂ) ^ 4 * (c3 / 4) + (x : ℂ) ^ 5 * (c4 / 5) := by
  -- the right-hand side is an antiderivative
  have hd : ∀ s : ℝ, HasDerivAt (fun y : ℝ => (y : ℂ) * c0 + (y : ℂ) ^ 2 * (c1 / 2)
      + (y : ℂ) ^ 3 * (c2 / 3) + (y : ℂ) ^ 4 * (c3 / 4) + (y : ℂ) ^ 5 * (c4 / 5))
      (c0 + (s : ℂ) * c1 + (s : ℂ) ^ 2 * c2 + (s : ℂ) ^ 3 * c3 + (s : ℂ) ^ 4 * c4) s := by
    intro s
    have h : HasDerivAt (fun y : ℝ => (y : ℂ)) 1 s := (hasDerivAt_id (s : ℂ)).comp_ofReal
    refine (((((h.mul_const c0).fun_add ((h.fun_pow 2).mul_const (c1 / 2))).fun_add
      ((h.fun_pow 3).mul_const (c2 / 3))).fun_add
      ((h.fun_pow 4).mul_const (c3 / 4))).fun_add
      ((h.fun_pow 5).mul_const (c4 / 5))).congr_deriv ?_
    simp only [Nat.cast_ofNat, Nat.reduceSub]
    ring
  rw [intervalIntegral.integral_eq_sub_of_hasDerivAt (fun s _ => hd s)
    (Continuous.intervalIntegrable (by fun_prop) _ _)]
  simp

/-- The commutator of a quadratic generator with itself at two times, expanded in the
commutators of its coefficients. -/
theorem comm_quadGen (A0 A1 A2 : Matrix n n ℂ) (s₁ s₂ : ℝ) :
    comm (quadGen A0 A1 A2 s₁) (quadGen A0 A1 A2 s₂)
    = ((s₂ : ℂ) - s₁) • comm A0 A1 + ((s₂ : ℂ) ^ 2 - (s₁ : ℂ) ^ 2) • comm A0 A2
      + ((s₁ : ℂ) * (s₂ : ℂ) ^ 2 - (s₁ : ℂ) ^ 2 * s₂) • comm A1 A2 := by
  simp only [comm, quadGen, Matrix.mul_add, Matrix.add_mul, Matrix.smul_mul, Matrix.mul_smul]
  module

/-- The second Magnus term of a generator quadratic in time. -/
theorem magnusTwo_quadratic (A0 A1 A2 : Matrix n n ℂ) (t : ℝ) :
    magnusTwo (quadGen A0 A1 A2) t
    = (-(t : ℂ) ^ 3 / 12) • comm A0 A1 + (-(t : ℂ) ^ 4 / 12) • comm A0 A2
      + (-(t : ℂ) ^ 5 / 60) • comm A1 A2 := by
  ext i j
  -- the inner integral, over the earlier time
  have hin : ∀ s₁ : ℝ, ∫ s₂ in (0 : ℝ)..s₁,
      comm (quadGen A0 A1 A2 s₁) (quadGen A0 A1 A2 s₂) i j
      = 0 + (s₁ : ℂ) * 0 + (s₁ : ℂ) ^ 2 * (-comm A0 A1 i j / 2)
        + (s₁ : ℂ) ^ 3 * (-2 * comm A0 A2 i j / 3)
        + (s₁ : ℂ) ^ 4 * (-comm A1 A2 i j / 6) := by
    intro s₁
    have e : ∀ s₂ : ℝ, comm (quadGen A0 A1 A2 s₁) (quadGen A0 A1 A2 s₂) i j
        = (-(s₁ : ℂ) * comm A0 A1 i j - (s₁ : ℂ) ^ 2 * comm A0 A2 i j)
          + (s₂ : ℂ) * (comm A0 A1 i j - (s₁ : ℂ) ^ 2 * comm A1 A2 i j)
          + (s₂ : ℂ) ^ 2 * (comm A0 A2 i j + (s₁ : ℂ) * comm A1 A2 i j)
          + (s₂ : ℂ) ^ 3 * 0 + (s₂ : ℂ) ^ 4 * 0 := by
      intro s₂
      rw [comm_quadGen]
      simp only [Matrix.add_apply, Matrix.smul_apply, smul_eq_mul]
      ring
    simp only [e]
    rw [integral_quartic]
    ring
  -- the outer integral, over the later time
  simp only [magnusTwo, Matrix.of_apply, hin]
  rw [integral_quartic]
  simp only [Matrix.add_apply, Matrix.smul_apply, smul_eq_mul]
  ring

/-- For `A(s) = A0 + s A1` the second Magnus term equals `-(t³/12) [A0, A1]`. -/
theorem magnusTwo_linear (A0 A1 : Matrix n n ℂ) (t : ℝ) :
    magnusTwo (linGen A0 A1) t = (-(t : ℂ) ^ 3 / 12) • comm A0 A1 := by
  have h : linGen A0 A1 = quadGen A0 A1 0 := by
    funext s
    simp [linGen, quadGen]
  rw [h, magnusTwo_quadratic]
  simp [comm]

/-- At any time `t ≠ 0`, the second Magnus term of `A0 + s A1` vanishes exactly when
`A0` and `A1` commute. -/
theorem magnusTwo_linear_eq_zero_iff (A0 A1 : Matrix n n ℂ) {t : ℝ} (ht : t ≠ 0) :
    magnusTwo (linGen A0 A1) t = 0 ↔ A0 * A1 = A1 * A0 := by
  have htc : (t : ℂ) ≠ 0 := by exact_mod_cast ht
  have hc : -(t : ℂ) ^ 3 / 12 ≠ 0 :=
    div_ne_zero (neg_ne_zero.mpr (pow_ne_zero 3 htc)) (by norm_num)
  rw [magnusTwo_linear, smul_eq_zero, or_iff_right hc, comm, sub_eq_zero]

/-- For a generator linear in time, the second Magnus term over a step `t` equals
`-(√3 t²/12) [A(g₁), A(g₂)]` with the two Gauss–Legendre nodes `g = (1/2 ∓ √3/6) t`. -/
theorem magnusTwo_linear_gauss (A0 A1 : Matrix n n ℂ) (t : ℝ) :
    magnusTwo (linGen A0 A1) t
    = (-((Real.sqrt 3 : ℝ) : ℂ) * (t : ℂ) ^ 2 / 12) •
      comm (linGen A0 A1 ((1 / 2 - Real.sqrt 3 / 6) * t))
        (linGen A0 A1 ((1 / 2 + Real.sqrt 3 / 6) * t)) := by
  have hcomm : ∀ s₁ s₂ : ℝ, comm (linGen A0 A1 s₁) (linGen A0 A1 s₂)
      = ((s₂ : ℂ) - s₁) • comm A0 A1 := by
    intro s₁ s₂
    simp only [comm, linGen, Matrix.mul_add, Matrix.add_mul, Matrix.smul_mul, Matrix.mul_smul]
    module
  have h3 : ((Real.sqrt 3 : ℝ) : ℂ) ^ 2 = 3 := by
    exact_mod_cast Real.sq_sqrt (show (0 : ℝ) ≤ 3 by norm_num)
  rw [magnusTwo_linear, hcomm, smul_smul]
  congr 1
  push_cast
  -- the node distance is `t/√3`, so only `√3² = 3` is needed
  linear_combination ((t : ℂ) ^ 3 / 36) * h3

/-- For the Landau–Zener Hamiltonian `H(s) = s σz + Δ σx` and `A(s) = -i H(s)`, the second
Magnus term from time `0` to `t` is `Δ t³/6` times the real matrix with rows `(0, -1)`
and `(1, 0)`. -/
theorem magnusTwo_landauZener (Δ t : ℝ) :
    magnusTwo (fun s : ℝ => (-Complex.I) • !![(s : ℂ), (Δ : ℂ); (Δ : ℂ), -(s : ℂ)]) t
    = ((Δ : ℂ) * (t : ℂ) ^ 3 / 6) • !![0, -1; 1, 0] := by
  have h : (fun s : ℝ => (-Complex.I) • !![(s : ℂ), (Δ : ℂ); (Δ : ℂ), -(s : ℂ)])
      = linGen !![0, -Complex.I * Δ; -Complex.I * Δ, 0] !![-Complex.I, 0; 0, Complex.I] := by
    funext s
    ext i j
    fin_cases i <;> fin_cases j <;> simp [linGen] <;> ring
  -- the commutator of the coupling and the sweep
  have hc : comm !![0, -Complex.I * Δ; -Complex.I * Δ, 0] !![-Complex.I, 0; 0, Complex.I]
      = !![0, 2 * (Δ : ℂ); -2 * (Δ : ℂ), 0] := by
    ext i j
    fin_cases i <;> fin_cases j <;>
      simp [comm] <;>
      first
        | ring1
        | linear_combination (-2 * (Δ : ℂ)) * Complex.I_mul_I
        | linear_combination (2 * (Δ : ℂ)) * Complex.I_mul_I
  rw [h, magnusTwo_linear, hc]
  ext i j
  fin_cases i <;> fin_cases j <;> simp <;> ring

end

end SecondMagnusTerm
```

```lean
#print axioms SecondMagnusTerm.magnusTwo_linear_eq_zero_iff
#print axioms SecondMagnusTerm.magnusTwo_linear_gauss
#print axioms SecondMagnusTerm.magnusTwo_landauZener
```

```
'SecondMagnusTerm.magnusTwo_linear_eq_zero_iff' depends on axioms: [propext, Classical.choice, Quot.sound]
'SecondMagnusTerm.magnusTwo_linear_gauss' depends on axioms: [propext, Classical.choice, Quot.sound]
'SecondMagnusTerm.magnusTwo_landauZener' depends on axioms: [propext, Classical.choice, Quot.sound]
```

## From the two-time commutator to $t^3/12$

The equation of motion is $\dot U(s)=A(s)U(s)$ with $U(0)=1$. For times short enough that the series converges, the Magnus expansion writes the propagator as a single exponential, $U(t)=\exp(\Omega_1+\Omega_2+\cdots)$, whose first two terms are

$$\Omega_1=\int_0^t A(s)\,ds,\qquad \Omega_2=\frac12\int_0^t ds_1\int_0^{s_1}ds_2\,[A(s_1),A(s_2)].$$

The second term records, to lowest order, that generators at different times do not commute. For $A(s)=A_0+sA_1$ the commutator expands into four parts:

$$[A_0+s_1A_1,\;A_0+s_2A_1]=[A_0,A_0]+s_2[A_0,A_1]+s_1[A_1,A_0]+s_1s_2[A_1,A_1].$$

The first and last vanish, and $[A_1,A_0]=-[A_0,A_1]$, so what remains is $(s_2-s_1)[A_0,A_1]$. All the time dependence sits in a scalar factor. The inner integral is

$$\int_0^{s_1}(s_2-s_1)\,ds_2=\frac{s_1^2}{2}-s_1^2=-\frac{s_1^2}{2},$$

the outer integral gives $-t^3/6$, and the prefactor $\tfrac12$ gives $-t^3/12$. The sign is negative because $s_2$ is the earlier time, so $s_2-s_1<0$ throughout the triangle when $t>0$.

A quadratic term $s^2A_2$ in the generator changes little. Write $C_{jk}=[A_j,A_k]$. Then

$$[A(s_1),A(s_2)]=(s_2-s_1)C_{01}+(s_2^2-s_1^2)C_{02}+(s_1s_2^2-s_1^2s_2)C_{12}.$$

Integrating over $s_2$ from $0$ to $s_1$ turns the three factors into $-s_1^2/2$, $-2s_1^3/3$ and $-s_1^4/6$. Integrating over $s_1$ and halving gives

$$\Omega_2=-\frac{t^3}{12}C_{01}-\frac{t^4}{12}C_{02}-\frac{t^5}{60}C_{12}.$$

## What the Lean definitions fix

`comm X Y` is $XY-YX$. `magnusTwo A t` is the matrix whose $(i,j)$ entry is half the iterated integral of the $(i,j)$ entry of `comm (A s₁) (A s₂)`. Working entry by entry means that only complex-valued functions are integrated, and no norm on matrices has to be chosen. `linGen` and `quadGen` are the linear and quadratic generators.

The definition fixes the ordering convention: $s_1$ is the later time and stands on the left in the commutator, as suits $\dot U=AU$. For $\dot U=UA$ the sign of the second term is reversed. The factor $-i/\hbar$ of quantum mechanics is part of $A$, so the general theorems apply equally to Schrödinger dynamics and to any other matrix equation $\dot U=AU$ whose generator has the stated time dependence.

The main theorem, `magnusTwo_linear`, says that for all complex matrices `A0` and `A1` and every real `t`, `magnusTwo (linGen A0 A1) t` equals $-t^3/12$ times `comm A0 A1`. The matrices need not be Hermitian or anti-Hermitian. Negative $t$ is allowed, with the integrals read as oriented ones. For $1\times1$ matrices both sides are zero.

Three further statements build on it:

- `magnusTwo_linear_eq_zero_iff`: for $t\neq0$, the second term vanishes exactly when $A_0A_1=A_1A_0$. A single nonzero time is therefore enough to detect whether the two matrices commute. This depends on linearity: the quadratic generator $A_0+(s-s^2/t)A_1$ has vanishing second term at the end time $t$ even when $A_0$ and $A_1$ do not commute, because the contributions of $C_{01}$ and $C_{02}$ cancel.
- `magnusTwo_linear_gauss`: the second term can be computed from the generator at two points of the interval, with no knowledge of $A_0$ and $A_1$ separately.
- `magnusTwo_landauZener`: for the two-level system of the opening, the second term is
$$\Omega_2=\frac{\Delta t^3}{6}\begin{pmatrix}0&-1\\1&0\end{pmatrix}=-\frac{i\Delta t^3}{6}\,\sigma_y.$$

In the last case the Hamiltonian contains only $\sigma_x$ and $\sigma_z$, and the second term supplies the missing $\sigma_y$ direction. Taken alone, its exponential is a real rotation of the two amplitudes by the angle $\Delta t^3/6$. The coefficient of $s\,\sigma_z$ is set to one and the evolution starts at the crossing, $s=0$. The Landau–Zener transition probability concerns a sweep from the distant past to the distant future, and this finite-time term does not yield it.

The theorems concern the second term as an integral. The propagator, the convergence of the Magnus series and the size of its higher terms do not enter the file, and neither do unbounded operators on infinite-dimensional spaces.

## How the proof follows the integration

**The polynomial integral.** Both integrations are over polynomials in a real time with complex coefficients, so `integral_quartic` treats the general quartic once. It exhibits the antiderivative, checks its derivative term by term with the sum and power rules, and applies the fundamental theorem of calculus. Degree four suffices because the highest power met is the $s_1^4$ that multiplies $C_{12}$ in the outer integral.

**The commutator.** `comm_quadGen` is the expansion in $C_{01}$, $C_{02}$ and $C_{12}$. The `simp only` call multiplies out the products and pulls the scalars to the front. The tactic `module` then compares the coefficients of products such as $A_0A_1$ and $A_1A_0$, which it keeps distinct, and the squares $A_j^2$ cancel.

**The two integrations.** In `magnusTwo_quadratic`, `ext i j` reduces the matrix identity to one entry. The statement `hin` is the inner integral. Within it, `e` sorts the integrand by powers of $s_2$, with zero coefficients for the cubic and quartic terms, so that `integral_quartic` fits. The result is again a polynomial, now in $s_1$, with the coefficients $-\tfrac12$, $-\tfrac23$ and $-\tfrac16$ found above. A second use of `integral_quartic` performs the outer integral, and `ring` collects the factors $\tfrac1{12}$, $\tfrac1{12}$ and $\tfrac1{60}$.

**The linear case.** `magnusTwo_linear` recognises the linear generator as the quadratic one with $A_2=0$. The commutators with $A_2$ vanish and the $t^3$ term is left.

**Vanishing.** For $t\ne0$ the scalar $-t^3/12$ is nonzero, so the product with the commutator is zero only if the commutator is. That is the whole argument of `magnusTwo_linear_eq_zero_iff`.

**Two nodes.** Let $g_1=(\tfrac12-\tfrac{\sqrt3}{6})t$ and $g_2=(\tfrac12+\tfrac{\sqrt3}{6})t$. Their distance is $g_2-g_1=\sqrt3\,t/3$, so

$$-\frac{\sqrt3\,t^2}{12}[A(g_1),A(g_2)]=-\frac{\sqrt3\,t^2}{12}\cdot\frac{\sqrt3\,t}{3}[A_0,A_1]=-\frac{t^3}{12}[A_0,A_1].$$

In Lean, `hcomm` is the two-time commutator, `h3` is the identity $(\sqrt3)^2=3$, and `linear_combination` uses the latter to match the scalars.

**The two-level system.** The proof of `magnusTwo_landauZener` first identifies the generator as `linGen` of two explicit matrices. It then computes their commutator, $2\Delta$ in the upper right corner and $-2\Delta$ in the lower left, by checking the four entries with $i^2=-1$. Multiplying by $-t^3/12$ gives the stated matrix.

## The commutator in a time-stepping code

A propagation code for a finite matrix Hamiltonian with prescribed time dependence advances the state in steps of length $h$. The exponential midpoint rule uses $\exp(hA(t_k+h/2))$ for the step that starts at $t_k$. For a linear generator the exponent $hA(t_k+h/2)$ is exactly $\Omega_1$, so the first thing the rule leaves out is $\Omega_2=-(h^3/12)[A_0,A_1]$. Starting at $t_k$ instead of $0$ replaces $A_0$ by $A_0+t_kA_1$, which does not alter the commutator.

A fourth-order Magnus integrator restores this term. It evaluates $H$ at the two Gauss–Legendre nodes of the step, calls the results $H_1$ (earlier) and $H_2$ (later), and with $\hbar=1$ forms

$$H_{\mathrm{eff}}=\frac{H_1+H_2}{2}+\frac{i\sqrt3\,h}{12}\,[H_1,H_2].$$

The state is then multiplied by $\exp(-ihH_{\mathrm{eff}})$. The commutator of two Hermitian matrices is anti-Hermitian, so the factor $i$ makes the correction Hermitian and the step unitary. In code this costs two Hamiltonian evaluations, one commutator and one exponential, or the action of that exponential on a vector.

For a Hamiltonian linear in time, `magnusTwo_linear_gauss` shows that the commutator part of this formula is exact. The average $(H_1+H_2)/2$ is the midpoint value and gives $\Omega_1$ exactly, so the error of a step comes from the higher Magnus terms alone. With a quadratic generator, putting the nodes into the two-time commutator reproduces the $C_{01}$ and $C_{02}$ terms but gives $-h^5/72$ in place of $-h^5/60$ for $C_{12}$, a discrepancy of fifth order in the step, as expected of a fourth-order method.

The linear case also makes a sharp test of an implementation. Choose two non-commuting anti-Hermitian matrices $A_0$ and $A_1$, give the code the Hamiltonian $H(s)=i(A_0+sA_1)$, take the commutator term that it adds to $H_{\mathrm{eff}}$ in one step, multiply it by $-ih$, and compare the product with $-(h^3/12)[A_0,A_1]$. The two should agree to rounding error at any step size, and a reversed node order shows up as a wrong sign.
